# The one-dimensional APW functional is unchanged when an exact solution is added to the trial function

In the augmented-plane-wave (APW) method, a trial function is built from different pieces on the two sides of a matching surface, which in one dimension is a point $R$. A trial function that jumps at $R$ has two values and two slopes there, so it is represented here by a pair of functions, $f=(f_1,f_2)$. The first is used on $[0,R]$ and the second on $[R,a]$, with $0\le R\le a$. Each is $C^2$ on the whole line, which gives both one-sided values and slopes at $R$ an unambiguous meaning. A smooth function $\psi$ becomes the pair $(\psi,\psi)$.

## The claim and its derivation

Let $H=-\tfrac12\,d^2/dx^2+W$, with $W$ real and continuous on $[0,a]$, and let $E$ be a real number. Let $\psi$ be $C^2$, vanish at $0$ and $a$, and satisfy $(H-E)\psi=0$ on $[0,a]$. A trial $f$ satisfies $f_1(0)=0$ and $f_2(a)=0$, and is otherwise free to jump at $R$ in value and slope. Write

$$[f]=f_1(R)-f_2(R),\qquad \{f\}=\tfrac12\bigl(f_1(R)+f_2(R)\bigr),\qquad f'=(f_1',f_2').$$

For two trials $f,g$ define a bulk part, a surface part and their sum:

$$B(f,g)=\int_0^R f_1(H-E)g_1\,dx+\int_R^a f_2(H-E)g_2\,dx,$$
$$S(f,g)=\tfrac12\bigl(\{f\}[g']-\{f'\}[g]\bigr),\qquad A(f,g)=B(f,g)+S(f,g).$$

With $J(f)=A(f,f)$, the claim is $J(\psi+f)=J(f)$.

**Symmetry.** On either piece the potential and energy cancel in the difference

$$u(H-E)v-v(H-E)u=-\tfrac12(uv''-u''v)=-\tfrac12\frac{d}{dx}(uv'-u'v).$$

Integrating over both pieces leaves Wronskians at $0$, $R$ and $a$. Those at $0$ and $a$ vanish by the boundary conditions, so

$$B(f,g)-B(g,f)=-\tfrac12[fg'-f'g].$$

The jump of a product is $[uv]=\{u\}[v]+[u]\{v\}$. Therefore

$$[fg'-f'g]=\{f\}[g']+[f]\{g'\}-\{f'\}[g]-[f']\{g\}=2\bigl(S(f,g)-S(g,f)\bigr).$$

The two differences cancel, and $A(f,g)=A(g,f)$.

**Invariance.** In $A(f,\psi)$ the integrands contain $(H-E)\psi=0$, and the surface part contains $[\psi]=[\psi']=0$. Hence $A(f,\psi)=0$, and by symmetry $A(\psi,f)=0$. Expanding,

$$J(\psi+f)=A(\psi,\psi)+A(\psi,f)+A(f,\psi)+A(f,f)=J(f).$$

**The bulk part alone.** Since $\psi$ has no jumps, $S(\psi+f,\psi+f)=S(f,f)+\tfrac12(\psi(R)[f']-\psi'(R)[f])$. Subtracting this from the invariance gives

$$B(\psi+f,\psi+f)=B(f,f)-\tfrac12\bigl(\psi(R)[f']-\psi'(R)[f]\bigr).$$

**The energy error.** Let $\varphi=\psi+f$, let $N(\varphi)$ be the piecewise integral of $\varphi^2$, and let $J_0$ be $J$ with $E$ set to zero. Then $J(\varphi)=J_0(\varphi)-E\,N(\varphi)$, so for $N(\varphi)\neq0$

$$\frac{J_0(\varphi)}{N(\varphi)}-E=\frac{J(f)}{N(\varphi)}.$$

The numerator is quadratic in $f$: scaling $f$ by $\varepsilon$ scales it by $\varepsilon^2$. If $\psi$ is not identically zero on $[0,a]$, the denominator tends to $N(\psi)>0$ as $\varepsilon\to0$, so the energy error is of second order in $\varepsilon$. For this single-particle, one-dimensional model, that is the variational property behind energies computed from discontinuous augmented functions. It is a stationary property, and $J(f)$ may have either sign.

## The matrix element in an APW calculation

In an APW basis the functions are matched in value, $[f]=[g]=0$, and the inner piece solves the equation at the trial energy $E$, which need not be an eigenvalue here. The inner integral then vanishes. If $u$ is the inner solution, with $u(R)\ne0$, then $g_1'(R)=g(R)\,u'(R)/u(R)$. Integrating the outer kinetic term by parts cancels the outer slope against the surface part, leaving

$$A(f,g)=\int_R^a\Bigl(\tfrac12 f_2'g_2'+(W-E)f_2g_2\Bigr)dx+\tfrac12 f(R)\,g(R)\,\frac{u'(R)}{u(R)}.$$

In this model the inner region thus enters the matrix element only through one logarithmic derivative, which depends on $E$.

## Pairs, jumps and the functional in Lean

```lean
import Mathlib

open Set

namespace SlaterAPW

noncomputable section

/-- A function given by two pieces: the first is used inside the matching point,
the second outside. -/
abbrev TwoPiece := (ℝ → ℝ) × (ℝ → ℝ)
```

The operator $H-E$ acts on one piece at a time. Its factor $\tfrac12$ fixes atomic units with unit mass.

```lean
/-- The residual `(H - E) u` for the Hamiltonian `H = -(1/2) d²/dx² + W`. -/
def residual (W : ℝ → ℝ) (E : ℝ) (u : ℝ → ℝ) (x : ℝ) : ℝ :=
  -(1 / 2) * deriv (deriv u) x + (W x - E) * u x
```

`IsTrial` contains the smoothness and the two outer boundary conditions, and nothing about $R$. `IsSolution` asks for the differential equation at every point of $[0,a]$. The vanishing ends represent hard walls. The zero function is also admitted as $\psi$; when $\psi$ is not identically zero on $[0,a]$, $E$ is an eigenvalue of the box.

```lean
/-- A trial function on `[0, a]`: both pieces are C², and it vanishes at the two ends.
Value and slope may jump at the matching point. -/
structure IsTrial (a : ℝ) (f : TwoPiece) : Prop where
  smooth_in : ContDiff ℝ 2 f.1
  smooth_out : ContDiff ℝ 2 f.2
  left : f.1 0 = 0
  right : f.2 a = 0

/-- A C² solution of `(H - E) ψ = 0` on `[0, a]` that vanishes at both ends. -/
structure IsSolution (W : ℝ → ℝ) (E a : ℝ) (ψ : ℝ → ℝ) : Prop where
  smooth : ContDiff ℝ 2 ψ
  left : ψ 0 = 0
  right : ψ a = 0
  eqn : ∀ x ∈ Icc 0 a, residual W E ψ x = 0
```

The next definitions are $[f]$, $\{f\}$ and $f'$. The jump is inside minus outside, and this sign must agree with the sign of the surface part.

```lean
/-- The jump at `R`, inside value minus outside value. -/
def jump (R : ℝ) (f : TwoPiece) : ℝ := f.1 R - f.2 R

/-- The mean of the inside and outside values at `R`. -/
def mean (R : ℝ) (f : TwoPiece) : ℝ := (f.1 R + f.2 R) / 2

/-- The piecewise derivative. -/
def slope (f : TwoPiece) : TwoPiece := (deriv f.1, deriv f.2)
```

Here `bulk`, `surface` and `form` are $B$, $S$ and $A$.

```lean
/-- The piecewise integral of `f (H - E) g` over `[0, R]` and `[R, a]`. -/
def bulk (W : ℝ → ℝ) (E R a : ℝ) (f g : TwoPiece) : ℝ :=
  (∫ x in (0 : ℝ)..R, f.1 x * residual W E g.1 x) +
    ∫ x in R..a, f.2 x * residual W E g.2 x

/-- The surface term at `R`, built from means and jumps of values and slopes. -/
def surface (R : ℝ) (f g : TwoPiece) : ℝ :=
  (mean R f * jump R (slope g) - mean R (slope f) * jump R g) / 2

/-- The APW bilinear form: bulk part plus surface part. -/
def form (W : ℝ → ℝ) (E R a : ℝ) (f g : TwoPiece) : ℝ :=
  bulk W E R a f g + surface R f g

/-- The APW functional `J(f)`, the bilinear form taken with both arguments equal to `f`. -/
def J (W : ℝ → ℝ) (E R a : ℝ) (f : TwoPiece) : ℝ := form W E R a f f
```

`normSq` is $N$, and `energyEstimate` is $J_0/N$, obtained by passing `0` as the energy.

```lean
/-- The piecewise integral of `f²`. -/
def normSq (R a : ℝ) (f : TwoPiece) : ℝ :=
  (∫ x in (0 : ℝ)..R, f.1 x ^ 2) + ∫ x in R..a, f.2 x ^ 2

/-- The energy estimate of a trial function: the functional at `E = 0` divided by the
integral of `f²`, for trials where that integral is not zero. -/
def energyEstimate (W : ℝ → ℝ) (R a : ℝ) (f : TwoPiece) : ℝ :=
  J W 0 R a f / normSq R a f
```

All functions are real. Continuity of $W$ on $[0,a]$ excludes a Coulomb singularity, and also a muffin-tin potential that has a step at $R$. Spheres in a crystal, angular momentum channels and Bloch conditions are not represented.

## Green's identity on one piece

Two lemmas supply the calculus. `c2_facts` extracts the derivatives and continuity that a $C^2$ function provides, and `density_integrable` uses continuity of $W$ to make $u(H-E)v$ integrable.

```lean
variable {W : ℝ → ℝ} {E R a : ℝ}

/-- A C² function and its slope are differentiable, and its second derivative is continuous. -/
theorem c2_facts {u : ℝ → ℝ} (hu : ContDiff ℝ 2 u) :
    Differentiable ℝ u ∧ Differentiable ℝ (deriv u) ∧ Continuous (deriv (deriv u)) := by
  have h : ContDiff ℝ (1 + 1) u := by rw [one_add_one_eq_two]; exact hu
  have h1 : ContDiff ℝ 1 (deriv u) := (contDiff_succ_iff_deriv.1 h).2.2
  exact ⟨hu.differentiable (by norm_num), h1.differentiable (by norm_num),
    h1.continuous_deriv (by norm_num)⟩

/-- The energy density `u (H - E) v` of C² functions is integrable where `W` is continuous. -/
theorem density_integrable {p q : ℝ} {u v : ℝ → ℝ} (E : ℝ) (hW : ContinuousOn W (uIcc p q))
    (hu : ContDiff ℝ 2 u) (hv : ContDiff ℝ 2 v) :
    IntervalIntegrable (fun x => u x * residual W E v x) MeasureTheory.volume p q := by
  have hr : ContinuousOn (fun x => residual W E v x) (uIcc p q) :=
    (continuousOn_const.mul (c2_facts hv).2.2.continuousOn).add
      ((hW.sub continuousOn_const).mul hv.continuous.continuousOn)
  exact (hu.continuous.continuousOn.mul hr).intervalIntegrable
```

In `green`, the step `hd` is the pointwise identity above: the product rule differentiates $-\tfrac12(uv'-u'v)$, and `ring` confirms that the potential and energy cancel. The fundamental theorem of calculus then yields the end values.

```lean
/-- Green's identity: on one piece, exchanging the two functions in the integral of `u (H - E) v`
changes it by half the difference of the Wronskians `u v' - u' v` at the ends. -/
theorem green {p q : ℝ} {u v : ℝ → ℝ} (E : ℝ) (hW : ContinuousOn W (uIcc p q))
    (hu : ContDiff ℝ 2 u) (hv : ContDiff ℝ 2 v) :
    (∫ x in p..q, u x * residual W E v x) - (∫ x in p..q, v x * residual W E u x) =
      -(1 / 2) * ((u q * deriv v q - deriv u q * v q) -
        (u p * deriv v p - deriv u p * v p)) := by
  have i1 := density_integrable E hW hu hv
  have i2 := density_integrable E hW hv hu
  obtain ⟨hu1, hu2, -⟩ := c2_facts hu
  obtain ⟨hv1, hv2, -⟩ := c2_facts hv
  -- the potential cancels and the rest is the derivative of -1/2 times the Wronskian
  have hd : ∀ x ∈ uIcc p q,
      HasDerivAt (fun y => -(1 / 2) * (u y * deriv v y - deriv u y * v y))
        (u x * residual W E v x - v x * residual W E u x) x := by
    intro x _
    have h := (((hu1 x).hasDerivAt.fun_mul (hv2 x).hasDerivAt).fun_sub
      ((hu2 x).hasDerivAt.fun_mul (hv1 x).hasDerivAt)).const_mul (-(1 / 2) : ℝ)
    exact h.congr_deriv (by unfold residual; ring)
  rw [← intervalIntegral.integral_sub i1 i2,
    intervalIntegral.integral_eq_sub_of_hasDerivAt hd (i1.sub i2)]
  ring
```

## Symmetry, additivity and the exact solution

`form_symm` applies `green` on $[0,R]$ and on $[R,a]$, and inserts the zeros at the outer ends. The final `linear_combination h1 + h2` adds the two identities and carries out the jump and mean algebra.

```lean
/-- The APW form is symmetric on trial functions, whatever their jumps at `R`. -/
theorem form_symm (hR : R ∈ Icc 0 a) (hW : ContinuousOn W (Icc 0 a)) {f g : TwoPiece}
    (hf : IsTrial a f) (hg : IsTrial a g) : form W E R a f g = form W E R a g f := by
  have w1 : ContinuousOn W (uIcc 0 R) :=
    hW.mono (by rw [uIcc_of_le hR.1]; exact Icc_subset_Icc le_rfl hR.2)
  have w2 : ContinuousOn W (uIcc R a) :=
    hW.mono (by rw [uIcc_of_le hR.2]; exact Icc_subset_Icc hR.1 le_rfl)
  have h1 := green E w1 hf.smooth_in hg.smooth_in
  have h2 := green E w2 hf.smooth_out hg.smooth_out
  rw [hf.left, hg.left] at h1
  rw [hf.right, hg.right] at h2
  simp only [form, bulk, surface, mean, jump, slope]
  linear_combination h1 + h2
```

Additivity is needed only in the first argument, because symmetry transfers it to the second.

```lean
/-- The APW form is additive in its first argument. -/
theorem form_add_left (hR : R ∈ Icc 0 a) (hW : ContinuousOn W (Icc 0 a)) {f g h : TwoPiece}
    (hf : IsTrial a f) (hg : IsTrial a g) (hh : IsTrial a h) :
    form W E R a (f + g) h = form W E R a f h + form W E R a g h := by
  have w1 : ContinuousOn W (uIcc 0 R) :=
    hW.mono (by rw [uIcc_of_le hR.1]; exact Icc_subset_Icc le_rfl hR.2)
  have w2 : ContinuousOn W (uIcc R a) :=
    hW.mono (by rw [uIcc_of_le hR.2]; exact Icc_subset_Icc hR.1 le_rfl)
  have d1 : deriv (f.1 + g.1) R = deriv f.1 R + deriv g.1 R :=
    deriv_add ((c2_facts hf.smooth_in).1 R) ((c2_facts hg.smooth_in).1 R)
  have d2 : deriv (f.2 + g.2) R = deriv f.2 R + deriv g.2 R :=
    deriv_add ((c2_facts hf.smooth_out).1 R) ((c2_facts hg.smooth_out).1 R)
  simp only [form, bulk, surface, mean, jump, slope, Prod.fst_add, Prod.snd_add,
    Pi.add_apply, d1, d2, add_mul]
  rw [intervalIntegral.integral_add (density_integrable E w1 hf.smooth_in hh.smooth_in)
      (density_integrable E w1 hg.smooth_in hh.smooth_in),
    intervalIntegral.integral_add (density_integrable E w2 hf.smooth_out hh.smooth_out)
      (density_integrable E w2 hg.smooth_out hh.smooth_out)]
  ring
```

`form_solution` is $A(f,\psi)=0$. It holds for any pair `f`, without boundary conditions, since both integrands are zero and $\psi$ has no jumps.

```lean
/-- The APW form vanishes when its second argument is an exact solution. -/
theorem form_solution (hR : R ∈ Icc 0 a) {ψ : ℝ → ℝ} (hψ : IsSolution W E a ψ)
    (f : TwoPiece) : form W E R a f (ψ, ψ) = 0 := by
  have h1 : (∫ x in (0 : ℝ)..R, f.1 x * residual W E ψ x) = ∫ _x in (0 : ℝ)..R, (0 : ℝ) := by
    refine intervalIntegral.integral_congr fun x hx => ?_
    rw [uIcc_of_le hR.1] at hx
    simp only [hψ.eqn x ⟨hx.1, hx.2.trans hR.2⟩, mul_zero]
  have h2 : (∫ x in R..a, f.2 x * residual W E ψ x) = ∫ _x in R..a, (0 : ℝ) := by
    refine intervalIntegral.integral_congr fun x hx => ?_
    rw [uIcc_of_le hR.2] at hx
    simp only [hψ.eqn x ⟨hR.1.trans hx.1, hx.2⟩, mul_zero]
  simp only [form, bulk, surface, jump, slope, h1, h2, intervalIntegral.integral_zero]
  ring
```

## Invariance and the energy error

The main theorem, `J_solution_add`, first checks that $(\psi,\psi)$ and $s=\psi+f$ are trials. Its chain of rewrites splits $A(s,s)$ into $A(\psi,s)+A(f,s)$. The first term is zero by symmetry and `form_solution`. The second is turned into $A(s,f)$ and split again, leaving $A(f,f)$.

```lean
/-- Adding an exact solution `ψ` to a trial function `f` leaves the APW functional
unchanged: `J(ψ + f) = J(f)`. -/
theorem J_solution_add (hR : R ∈ Icc 0 a) (hW : ContinuousOn W (Icc 0 a)) {ψ : ℝ → ℝ}
    (hψ : IsSolution W E a ψ) {f : TwoPiece} (hf : IsTrial a f) :
    J W E R a ((ψ, ψ) + f) = J W E R a f := by
  have hp : IsTrial a (ψ, ψ) := ⟨hψ.smooth, hψ.smooth, hψ.left, hψ.right⟩
  have hs : IsTrial a ((ψ, ψ) + f) :=
    ⟨hψ.smooth.add hf.smooth_in, hψ.smooth.add hf.smooth_out,
      by simp [hψ.left, hf.left], by simp [hψ.right, hf.right]⟩
  -- the terms with `ψ` as first argument vanish, by symmetry and `form_solution`
  unfold J
  rw [form_add_left hR hW hp hf hs, form_symm hR hW hp hs, form_solution hR hψ, zero_add,
    form_symm hR hW hf hs, form_add_left hR hW hp hf hf, form_symm hR hW hp hf,
    form_solution hR hψ, zero_add]
```

`bulk_solution_add` expands the surface terms in this result and solves for the bulk part. The correction is linear in the two jumps of $f$, so omitting the surface part generally introduces a first-order change.

```lean
/-- Without the surface term, adding `ψ` changes the bulk functional by a term linear in
the jumps of `f` and of its slope. -/
theorem bulk_solution_add (hR : R ∈ Icc 0 a) (hW : ContinuousOn W (Icc 0 a)) {ψ : ℝ → ℝ}
    (hψ : IsSolution W E a ψ) {f : TwoPiece} (hf : IsTrial a f) :
    bulk W E R a ((ψ, ψ) + f) ((ψ, ψ) + f) =
      bulk W E R a f f - (ψ R * jump R (slope f) - deriv ψ R * jump R f) / 2 := by
  have h := J_solution_add hR hW hψ hf
  have d1 : deriv (ψ + f.1) R = deriv ψ R + deriv f.1 R :=
    deriv_add ((c2_facts hψ.smooth).1 R) ((c2_facts hf.smooth_in).1 R)
  have d2 : deriv (ψ + f.2) R = deriv ψ R + deriv f.2 R :=
    deriv_add ((c2_facts hψ.smooth).1 R) ((c2_facts hf.smooth_out).1 R)
  simp only [J, form, surface, mean, jump, slope, Prod.fst_add, Prod.snd_add,
    Pi.add_apply, d1, d2] at h ⊢
  linear_combination h
```

In `energyEstimate_error`, `key` separates $E$ times the integral of the square on one piece. Applied to both pieces, it gives `s`, the relation $J(\varphi)=J_0(\varphi)-E\,N(\varphi)$. Dividing by the nonzero $N(\varphi)$ and using the invariance finishes the proof.

```lean
/-- The energy estimate of the trial function `ψ + f` differs from `E` by exactly `J(f)`
divided by the integral of `(ψ + f)²`. -/
theorem energyEstimate_error (hR : R ∈ Icc 0 a) (hW : ContinuousOn W (Icc 0 a)) {ψ : ℝ → ℝ}
    (hψ : IsSolution W E a ψ) {f : TwoPiece} (hf : IsTrial a f)
    (hN : normSq R a ((ψ, ψ) + f) ≠ 0) :
    energyEstimate W R a ((ψ, ψ) + f) - E = J W E R a f / normSq R a ((ψ, ψ) + f) := by
  -- on each piece the energy enters only through `E` times the integral of the square
  have key : ∀ (p q : ℝ) (u : ℝ → ℝ), ContDiff ℝ 2 u → ContinuousOn W (uIcc p q) →
      (∫ x in p..q, u x * residual W E u x) =
        (∫ x in p..q, u x * residual W 0 u x) - E * ∫ x in p..q, u x ^ 2 := by
    intro p q u hu w
    have hc : Continuous (fun x => E * u x ^ 2) :=
      continuous_const.mul (hu.continuous.pow 2)
    have hi : IntervalIntegrable (fun x => E * u x ^ 2) MeasureTheory.volume p q :=
      hc.intervalIntegrable p q
    rw [← intervalIntegral.integral_const_mul,
      ← intervalIntegral.integral_sub (density_integrable 0 w hu hu) hi]
    refine intervalIntegral.integral_congr fun x _ => ?_
    simp only [residual]
    ring
  have k1 := key 0 R ((ψ, ψ) + f).1 (hψ.smooth.add hf.smooth_in)
    (hW.mono (by rw [uIcc_of_le hR.1]; exact Icc_subset_Icc le_rfl hR.2))
  have k2 := key R a ((ψ, ψ) + f).2 (hψ.smooth.add hf.smooth_out)
    (hW.mono (by rw [uIcc_of_le hR.2]; exact Icc_subset_Icc hR.1 le_rfl))
  have s : J W E R a ((ψ, ψ) + f) =
      J W 0 R a ((ψ, ψ) + f) - E * normSq R a ((ψ, ψ) + f) := by
    unfold J form bulk normSq
    linear_combination k1 + k2
  rw [energyEstimate, ← J_solution_add hR hW hψ hf, s, sub_div, mul_div_assoc,
    div_self hN, mul_one]
```

Finally, $\sin x$ on $[0,\pi]$ with $W=0$ and $E=\tfrac12$ provides a nonzero example of `IsSolution`: the kinetic term gives $\tfrac12\sin x$, which the energy term cancels.

```lean
/-- The sine on `[0, π]` is a solution for zero potential and energy `1/2`. -/
theorem isSolution_witness : IsSolution (fun _ => 0) (1 / 2) Real.pi Real.sin := by
  refine ⟨Real.contDiff_sin, Real.sin_zero, Real.sin_pi, fun x _ => ?_⟩
  have h1 : deriv Real.sin = Real.cos := funext fun y => (Real.hasDerivAt_sin y).deriv
  have h2 : deriv Real.cos x = -Real.sin x := (Real.hasDerivAt_cos x).deriv
  simp only [residual, h1, h2]
  ring

end

end SlaterAPW
```

```lean
#print axioms SlaterAPW.J_solution_add
#print axioms SlaterAPW.bulk_solution_add
#print axioms SlaterAPW.energyEstimate_error
```

```
'SlaterAPW.J_solution_add' depends on axioms: [propext, Classical.choice, Quot.sound]
'SlaterAPW.bulk_solution_add' depends on axioms: [propext, Classical.choice, Quot.sound]
'SlaterAPW.energyEstimate_error' depends on axioms: [propext, Classical.choice, Quot.sound]
```
